# The swap on $\mathbb C^d\otimes\mathbb C^d$ has operator Schmidt rank $d^2$

Suppose a tensor-network program stores each two-qubit gate as two local tensors joined by a bond of dimension 2. A controlled-NOT fits, because it is a sum of two products of local operators. A swap does not fit: whatever numbers are put into the two tensors, they encode some other operator, which fails to exchange the qubits for at least some input states. A bond of dimension 3 fails as well, and the first that works is 4.

For two systems with $d$ levels each, the smallest sufficient bond is $d^2$. No operator on the pair needs more, so the swap is as expensive to split into local parts as any operator of its size.

## Counting local products by contraction

Let $S$ be the operator that exchanges the two factors, $S(x\otimes y)=y\otimes x$. In the product basis its entries are

$$S_{(i,j),(k,l)}=\delta_{il}\,\delta_{jk},$$

since then $\big(S(x\otimes y)\big)_{(i,j)}=\sum_{k,l}\delta_{il}\delta_{jk}\,x_k y_l=y_i x_j$.

The operator Schmidt rank of an operator $M$ on the pair is the least $r$ for which $M=\sum_{k<r}A_k\otimes B_k$ with $d\times d$ complex matrices $A_k$ and $B_k$. The claim is that this number is $d^2$ for $S$ and at most $d^2$ for every $M$.

**Enough terms.** Write $E_{ab}=|a\rangle\langle b|$ for the matrix units, and let $M^{ab}$ be the block of $M$ with entries $(M^{ab})_{jl}=M_{(a,j),(b,l)}$. Then

$$\Big(\sum_{a,b}E_{ab}\otimes M^{ab}\Big)_{(i,j),(k,l)}=\sum_{a,b}\delta_{ai}\,\delta_{bk}\,M_{(a,j),(b,l)}=M_{(i,j),(k,l)}.$$

This is a sum of $d^2$ products. For the swap, $(S^{ab})_{jl}=\delta_{al}\delta_{jb}$, which is the matrix unit $E_{ba}$, so

$$S=\sum_{a,b}|a\rangle\langle b|\otimes|b\rangle\langle a|.$$

**No fewer terms.** Let $S=\sum_c A_c\otimes B_c$ be any decomposition with $r$ terms; the terms are numbered by $c$ here because $k$ is in use as a matrix index. Take an arbitrary $d\times d$ matrix $X$ and contract the second system with it. The entries of the swap give

$$\sum_{j,l}S_{(i,j),(k,l)}X_{lj}=\sum_{j,l}\delta_{il}\,\delta_{jk}\,X_{lj}=X_{ik},$$

while the decomposition gives

$$\sum_{j,l}\sum_c (A_c)_{ik}(B_c)_{jl}X_{lj}=\sum_c \operatorname{tr}(B_cX)\,(A_c)_{ik}.$$

Therefore

$$X=\sum_c\operatorname{tr}(B_cX)\,A_c .$$

Every $X$ is thus a combination of the $r$ matrices $A_c$. They span a space of dimension $d^2$, and so $r\ge d^2$.

## Which families of $d^2$ products give the swap

When there are exactly $d^2$ terms, the decompositions can be characterised completely: $\sum_k A_k\otimes B_k=S$ holds if and only if $\operatorname{tr}(B_kA_l)=\delta_{kl}$ for all $k$ and $l$.

Suppose first that the sum is $S$. The $A_k$ are $d^2$ matrices spanning a space of dimension $d^2$, so they are linearly independent. Putting $X=A_l$ in the expansion gives $A_l=\sum_m\operatorname{tr}(B_mA_l)A_m$, and independence forces $\operatorname{tr}(B_mA_l)=\delta_{ml}$.

Suppose instead that the traces are as stated. If $\sum_l g_lA_l=0$, multiplying by $B_m$ and taking the trace gives $g_m=0$, so the $A_l$ are independent and, by their number, a basis. Writing $X=\sum_l t_lA_l$ and taking the same traces gives $t_m=\operatorname{tr}(B_mX)$, which recovers the expansion for every $X$. Now choose $X=E_{lj}$. Since $\operatorname{tr}(B_cE_{lj})=(B_c)_{jl}$, the $(i,k)$ entry of the expansion reads

$$\delta_{il}\,\delta_{jk}=\sum_c(A_c)_{ik}(B_c)_{jl},$$

and this is the equation $S=\sum_cA_c\otimes B_c$ written in entries.

For two spins one half, the criterion confirms a familiar formula. Take $A_\mu=B_\mu=\sigma_\mu/\sqrt2$ with $\sigma_0=1$ and the three Pauli matrices. Then $\operatorname{tr}(B_\mu A_\nu)=\delta_{\mu\nu}$, hence $S=\tfrac12\sum_\mu\sigma_\mu\otimes\sigma_\mu$. None of these four terms can be saved by a cleverer choice of local operators. The Heisenberg exchange coupling of two such spins is proportional to $\sum_{\mu=1}^{3}\sigma_\mu\otimes\sigma_\mu=2S-1$, which lacks the identity term and is a sum of three products.

## Splitting a swap gate in code

A program that splits a gate usually regroups its indices, so that the row and column of the first system label the rows of a new matrix and those of the second system label its columns. In NumPy, for a gate `M` stored as a $d^2\times d^2$ array, this is

`R = M.reshape(d, d, d, d).transpose(0, 2, 1, 3).reshape(d*d, d*d)`

A singular value decomposition of `R` then supplies the local tensors, with one bond value for each nonzero singular value. For the swap, $R_{(i,k),(j,l)}=\delta_{il}\delta_{jk}$ is a permutation matrix, so all $d^2$ singular values equal 1. There is no small tail to discard: keeping only $r$ of them leaves a Frobenius-norm error of $\sqrt{d^2-r}$, against a norm of $d$ for the gate itself. These error figures come from the singular values and are a hand computation; the Lean theorems below concern exact sums only.

When the split gate is contracted into a matrix product state, the bond between the two sites grows by a factor $d^2$ before any compression. The state that results may need much less, since the swap sends product vectors to product vectors.

## Operators on the pair as matrices indexed by pairs

The Lean development works with explicit matrices. The notation `⊗ₖ` is the Kronecker product.

```lean
import Mathlib

open scoped Matrix Kronecker

namespace SwapOperatorSchmidt
```

An operator on one system is a complex matrix whose rows and columns are numbered from $0$ to $d-1$.

```lean
/-- Operators on a single system with `d` levels, as complex matrices. -/
abbrev Op (d : ℕ) := Matrix (Fin d) (Fin d) ℂ
```

Rows and columns of a composite operator carry a pair of levels, first system first. Both systems have the same finite dimension $d$.

```lean
/-- Operators on a pair of systems with `d` levels each. -/
abbrev PairOp (d : ℕ) := Matrix (Fin d × Fin d) (Fin d × Fin d) ℂ
```

The swap is defined by its entries. With `p` standing for $(i,j)$ and `q` for $(k,l)$, the condition says $i=l$ and $j=k$.

```lean
/-- The swap operator, with entries `⟨i j| S |k l⟩ = δ_il δ_jk`. -/
def swapOp (d : ℕ) : PairOp d :=
  Matrix.of fun p q => if p.1 = q.2 ∧ p.2 = q.1 then 1 else 0
```

The next definition says that `M` can be written with `r` products. Nothing is required of the matrices: they need not be orthogonal, unitary or even nonzero. The operator Schmidt rank is the least such `r`, so orthonormal operator families and Schmidt coefficients do not enter.

```lean
/-- The operator `M` is a sum of `r` products of local operators. -/
def HasTensorLength {d : ℕ} (M : PairOp d) (r : ℕ) : Prop :=
  ∃ A B : Fin r → Op d, M = ∑ k, A k ⊗ₖ B k
```

The block $M^{ab}$ of the derivation is `localBlock M a b`.

```lean
/-- The operator on the second system obtained from `M` by fixing the row index `a` and
the column index `b` of the first system. -/
def localBlock {d : ℕ} (M : PairOp d) (a b : Fin d) : Op d :=
  Matrix.of fun j l => M (a, j) (b, l)
```

Because the swap was given by entries, its physical meaning is a theorem. The vector $x\otimes y$ is the function with value `x p.1 * y p.2` at the pair `p`, and the swap turns it into $y\otimes x$. The proof carries out the double sum over the Kronecker deltas.

```lean
/-- The swap exchanges the two factors of a product vector. -/
theorem swapOp_mulVec_product {d : ℕ} (x y : Fin d → ℂ) :
    (swapOp d).mulVec (fun p => x p.1 * y p.2) = fun p => y p.1 * x p.2 := by
  ext p
  simp [swapOp, Matrix.mulVec, dotProduct, Fintype.sum_prod_type, ite_and]
  ring
```

## Matrix units supply $d^2$ terms

The block expansion is proved entry by entry. At the entry with rows $(i,j)$ and columns $(k,l)$, `Finset.sum_eq_single` keeps only the term $(a,b)=(i,k)$. The first bullet evaluates that term, and the second shows that all the others vanish.

```lean
/-- Every operator on the pair is a sum of matrix units on the first system, each
multiplied by the corresponding block on the second. -/
theorem block_expansion {d : ℕ} (M : PairOp d) :
    M = ∑ p : Fin d × Fin d, Matrix.single p.1 p.2 (1 : ℂ) ⊗ₖ localBlock M p.1 p.2 := by
  ext ⟨i, j⟩ ⟨k, l⟩
  rw [Matrix.sum_apply, Finset.sum_eq_single (i, k)]
  · simp [localBlock]
  · rintro ⟨a, b⟩ _ h
    have h' : ¬(a = i ∧ b = k) := fun h' => h (Prod.ext h'.1 h'.2)
    simp [h']
  · intro h
    exact absurd (Finset.mem_univ _) h
```

For the swap it remains to identify the blocks. The statement `hb` is the identity $S^{ab}=E_{ba}$, checked by comparing the conditions under which the two entries equal 1.

```lean
/-- The swap is the sum of `|a⟩⟨b| ⊗ |b⟩⟨a|` over all pairs of levels. -/
theorem swapOp_eq_sum_matrixUnits (d : ℕ) :
    swapOp d = ∑ p : Fin d × Fin d,
      Matrix.single p.1 p.2 (1 : ℂ) ⊗ₖ Matrix.single p.2 p.1 (1 : ℂ) := by
  refine (block_expansion (swapOp d)).trans (Finset.sum_congr rfl fun p _ => ?_)
  have hb : localBlock (swapOp d) p.1 p.2 = Matrix.single p.2 p.1 (1 : ℂ) := by
    ext j l
    simp only [localBlock, swapOp, Matrix.of_apply, Matrix.single_apply]
    exact if_congr ⟨fun h => ⟨h.2.symm, h.1⟩, fun h => ⟨h.2, h.1.symm⟩⟩ rfl rfl
  rw [hb]
```

## The first factors span all one-system operators

The contraction argument comes next, for a decomposition of any length `r` and any operator `X`. The statement `key` is the first contraction, which returns $X_{ik}$. Rewriting with `h` then replaces the swap by its decomposition, and the remaining lines reorder the finite sums until the traces $\operatorname{tr}(B_cX)$ appear.

```lean
/-- A decomposition of the swap into local products expands every one-system operator `X`
in the first factors, with coefficients `tr (B_k X)`. -/
theorem expansion_of_swapOp {d r : ℕ} (A B : Fin r → Op d)
    (h : swapOp d = ∑ k, A k ⊗ₖ B k) (X : Op d) :
    X = ∑ k, (B k * X).trace • A k := by
  ext i k
  -- contracting the second system of the swap with `X` returns `X`
  have key : ∑ j, ∑ l, swapOp d (i, j) (k, l) * X l j = X i k := by
    simp [swapOp, ite_and]
  rw [← key, h]
  simp only [Matrix.sum_apply, Matrix.kroneckerMap_apply, Matrix.smul_apply, smul_eq_mul,
    Matrix.trace, Matrix.diag_apply, Matrix.mul_apply, Finset.sum_mul]
  refine Eq.trans (Finset.sum_congr rfl fun j _ => Finset.sum_comm) ?_
  refine Finset.sum_comm.trans ?_
  refine Finset.sum_congr rfl fun c _ => Finset.sum_congr rfl fun j _ =>
    Finset.sum_congr rfl fun l _ => ?_
  ring
```

The dimension count needs the size of the operator space.

```lean
/-- The space of operators on a `d`-level system has dimension `d²`. -/
theorem finrank_op (d : ℕ) : Module.finrank ℂ (Op d) = d ^ 2 := by
  simp [Module.finrank_matrix, sq]
```

The expansion exhibits each `X` as a linear combination of the `A k`, so their span, over the complex numbers, is the whole space, written `⊤`.

```lean
/-- In any decomposition of the swap into local products, the first factors span all
operators on one system. -/
theorem span_of_swapOp {d r : ℕ} (A B : Fin r → Op d)
    (h : swapOp d = ∑ k, A k ⊗ₖ B k) : Submodule.span ℂ (Set.range A) = ⊤ := by
  refine top_le_iff.mp fun X _ => ?_
  rw [expansion_of_swapOp A B h X]
  exact Submodule.sum_mem _ fun k _ =>
    Submodule.smul_mem _ _ (Submodule.subset_span ⟨k, rfl⟩)
```

## The least length is $d^2$

The main theorem has two parts. `IsLeast` states that $d^2$ products suffice for the swap and that every length that works is at least $d^2$. The second part states that $d^2$ products suffice for every operator on the pair, which is what makes the rank of the swap maximal. There is no restriction on `d`: for $d=1$ the rank is 1, and for $d=0$ the empty sum suffices.

In the proof, `upper` is the block expansion with the $d^2$ pairs of levels renumbered by a single index through the bijection `e`. For the lower bound, `finrank_range_le_card` says that `r` matrices span a space of dimension at most `r`; since that space is everything, the inequality becomes $d^2\le r$.

```lean
/-- The swap has maximal operator Schmidt rank: the least number of local products that sum
to it is `d²`, and every operator on the pair is a sum of `d²` local products. -/
theorem swapOp_maximal_schmidtRank (d : ℕ) :
    IsLeast {r | HasTensorLength (swapOp d) r} (d ^ 2) ∧
      ∀ M : PairOp d, HasTensorLength M (d ^ 2) := by
  have upper : ∀ M : PairOp d, HasTensorLength M (d ^ 2) := by
    intro M
    -- number the matrix units from 0 to d² - 1
    let e : Fin (d ^ 2) ≃ Fin d × Fin d := (finCongr (sq d)).trans finProdFinEquiv.symm
    refine ⟨fun k => Matrix.single (e k).1 (e k).2 1,
      fun k => localBlock M (e k).1 (e k).2, ?_⟩
    exact (block_expansion M).trans (Equiv.sum_comp e (fun p : Fin d × Fin d =>
      Matrix.single p.1 p.2 (1 : ℂ) ⊗ₖ localBlock M p.1 p.2)).symm
  refine ⟨⟨upper _, ?_⟩, upper⟩
  rintro r ⟨A, B, h⟩
  -- r operators span a space of dimension d²
  have hr := finrank_range_le_card (R := ℂ) A
  rw [Set.finrank, span_of_swapOp A B h, finrank_top, finrank_op, Fintype.card_fin] at hr
  exact hr
```

## Biorthogonality as an exact criterion

The equivalence concerns families with exactly $d^2$ members. The trace condition contains no complex conjugation, so it pairs `B k` with `A l` directly and not through the Hilbert–Schmidt inner product.

In the forward direction, `hli` obtains independence from spanning and counting, and `hz` is the expansion of $A_l$ with everything moved to one side; independence makes each coefficient zero. In the backward direction, `hli` comes from multiplying a vanishing combination by $B_m$ and taking the trace. Then `hrec` recovers the expansion of every `X`, `ht` evaluates $\operatorname{tr}(ME_{lj})=M_{jl}$, and the entries of the expanded matrix unit are matched with those of the swap.

```lean
/-- A sum of `d²` local products `A_k ⊗ B_k` is the swap exactly when the two families are
biorthogonal, `tr (B_k A_l) = δ_kl`. -/
theorem swapOp_eq_sum_iff_biorthogonal {d : ℕ} (A B : Fin (d ^ 2) → Op d) :
    swapOp d = ∑ k, A k ⊗ₖ B k ↔
      ∀ k l, (B k * A l).trace = if k = l then 1 else 0 := by
  have hcard : Fintype.card (Fin (d ^ 2)) = Module.finrank ℂ (Op d) := by
    rw [Fintype.card_fin, finrank_op]
  constructor
  · intro h k l
    -- d² spanning operators are independent, so the expansion of `A l` is unique
    have hli : LinearIndependent ℂ A :=
      linearIndependent_of_top_le_span_of_card_eq_finrank (span_of_swapOp A B h).ge hcard
    have hz : ∑ m, ((B m * A l).trace - if m = l then 1 else 0) • A m = 0 := by
      simp_rw [sub_smul]
      rw [Finset.sum_sub_distrib, ← expansion_of_swapOp A B h (A l)]
      simp
    exact sub_eq_zero.mp (Fintype.linearIndependent_iff.mp hli _ hz k)
  · intro h
    have hli : LinearIndependent ℂ A := by
      refine Fintype.linearIndependent_iff.mpr fun g hg m => ?_
      have hm := congrArg (fun X => (B m * X).trace) hg
      simpa [Finset.mul_sum, Matrix.trace_sum, h] using hm
    have hspan := hli.span_eq_top_of_card_eq_finrank' hcard
    have hrec : ∀ X : Op d, X = ∑ k, (B k * X).trace • A k := by
      intro X
      have hX : X ∈ Submodule.span ℂ (Set.range A) := by
        rw [hspan]
        exact Submodule.mem_top
      obtain ⟨c, hc⟩ := (Submodule.mem_span_range_iff_exists_fun ℂ).mp hX
      have hcm : ∀ m, (B m * X).trace = c m := by
        intro m
        rw [← hc]
        simp [Finset.mul_sum, Matrix.trace_sum, h]
      simp only [hcm]
      exact hc.symm
    ext ⟨i, j⟩ ⟨k, l⟩
    -- the expansion of a matrix unit gives the entries of the swap
    have ht : ∀ M : Op d, (M * Matrix.single l j (1 : ℂ)).trace = M j l := by
      intro M
      simp [Matrix.trace, Matrix.mul_apply, Matrix.single_apply, ite_and]
    have e := congrFun (congrFun (hrec (Matrix.single l j 1)) i) k
    simp only [ht, Matrix.sum_apply, Matrix.smul_apply, smul_eq_mul,
      Matrix.single_apply] at e
    simp only [Matrix.sum_apply, Matrix.kroneckerMap_apply, swapOp, Matrix.of_apply]
    exact (if_congr ⟨fun h => ⟨h.1.symm, h.2⟩, fun h => ⟨h.1.symm, h.2⟩⟩ rfl rfl).trans
      (e.trans (Finset.sum_congr rfl fun c _ => mul_comm _ _))
```

A single product $A\otimes B$ would be a decomposition of length one, and the lower bound would then give $d^2\le1$. This contradicts $d\ge2$. The hypothesis `hd` is needed, since for $d=1$ the swap is the identity and hence a product. In quantum-mechanical terms, for two finite systems with the same number $d\ge2$ of levels, no pair of separate local operations $A$ and $B$ acts as the exchange.

```lean
/-- For systems with at least two levels, the swap is not a product of local operators. -/
theorem swapOp_ne_product {d : ℕ} (hd : 2 ≤ d) (A B : Op d) : swapOp d ≠ A ⊗ₖ B := by
  intro h
  have h1 : HasTensorLength (swapOp d) 1 := ⟨fun _ => A, fun _ => B, by simpa using h⟩
  have h2 : d ^ 2 ≤ 1 := (swapOp_maximal_schmidtRank d).1.2 h1
  nlinarith

end SwapOperatorSchmidt
```

```lean
#print axioms SwapOperatorSchmidt.swapOp_eq_sum_matrixUnits
#print axioms SwapOperatorSchmidt.swapOp_maximal_schmidtRank
#print axioms SwapOperatorSchmidt.swapOp_eq_sum_iff_biorthogonal
#print axioms SwapOperatorSchmidt.swapOp_ne_product
```

```
'SwapOperatorSchmidt.swapOp_eq_sum_matrixUnits' depends on axioms: [propext, Classical.choice, Quot.sound]
'SwapOperatorSchmidt.swapOp_maximal_schmidtRank' depends on axioms: [propext, Classical.choice, Quot.sound]
'SwapOperatorSchmidt.swapOp_eq_sum_iff_biorthogonal' depends on axioms: [propext, Classical.choice, Quot.sound]
'SwapOperatorSchmidt.swapOp_ne_product' depends on axioms: [propext, Classical.choice, Quot.sound]
```
